# An integral of a positive, integrable density up to the smaller of two cutoffs converges to its full value exactly when both cutoffs tend to infinity

The theorem `tendsto_fullValue_iff` concerns a model in which a contribution density `f`, positive for q > 0 and integrable over the positive half-line, is integrated from zero up to the smaller of a band cutoff `K` and a dielectric cutoff `Q`. For any family of nonnegative cutoffs, followed along an arbitrary filter `l`, it states that this truncated integral tends to the integral over the whole half-line if and only if `K` and `Q` both tend to infinity. In the forward direction, the proof uses the fact that every finite cutoff leaves the integral strictly below its full value, so the smaller cutoff must eventually pass every bound. In the converse direction, it shows that the smaller cutoff tends to infinity and then applies a Mathlib lemma on the convergence of interval integrals directly along `l`.

The first attempt, which Lean rejects:

```lean
import Mathlib

open MeasureTheory Set Filter Topology

namespace GWCutoffConvergence

noncomputable section

/-- A contribution density: positive at every positive value of the cutoff variable and
integrable over the positive half-line. -/
structure IsContribution (f : ℝ → ℝ) : Prop where
  pos : ∀ q, 0 < q → 0 < f q
  integrable : IntegrableOn f (Ioi 0)

/-- The contribution collected from zero up to a single cutoff `a`. -/
def cutoffIntegral (f : ℝ → ℝ) (a : ℝ) : ℝ := ∫ q in (0 : ℝ)..a, f q

/-- The truncated value with band cutoff `K` and dielectric cutoff `Q`: the smaller cutoff
ends the integration. -/
def truncatedValue (f : ℝ → ℝ) (K Q : ℝ) : ℝ := cutoffIntegral f (min K Q)

/-- The value without any cutoff. -/
def fullValue (f : ℝ → ℝ) : ℝ := ∫ q in Ioi (0 : ℝ), f q

/-- Raising a single nonnegative cutoff strictly increases the collected contribution. -/
theorem cutoffIntegral_strictMonoOn {f : ℝ → ℝ} (hf : IsContribution f) :
    StrictMonoOn (cutoffIntegral f) (Ici 0) := by
  have hint : ∀ a b : ℝ, 0 ≤ a → a ≤ b → IntervalIntegrable f volume a b := by
    intro a b ha hab
    rw [intervalIntegrable_iff_integrableOn_Ioc_of_le hab]
    exact hf.integrable.mono_set (fun x hx => lt_of_le_of_lt ha hx.1)
  intro a ha b _ hab
  have ha0 : (0 : ℝ) ≤ a := ha
  -- the shell between the two cutoffs contributes a positive amount
  have hshell : 0 < ∫ q in a..b, f q :=
    intervalIntegral.intervalIntegral_pos_of_pos_on (hint a b ha0 hab.le)
      (fun x hx => hf.pos x (lt_of_le_of_lt ha0 hx.1)) hab
  have hadd := intervalIntegral.integral_add_adjacent_intervals
    (hint 0 a le_rfl ha0) (hint a b ha0 hab.le)
  unfold cutoffIntegral
  linarith

/-- Every finite nonnegative cutoff leaves the collected contribution strictly below the
full value. -/
theorem cutoffIntegral_lt_fullValue {f : ℝ → ℝ} (hf : IsContribution f) {a : ℝ}
    (ha : 0 ≤ a) : cutoffIntegral f a < fullValue f := by
  have hmono := cutoffIntegral_strictMonoOn hf
  have ha1 : (0 : ℝ) ≤ a + 1 := by linarith
  have hlim : Tendsto (fun b : ℝ => cutoffIntegral f b) atTop (𝓝 (fullValue f)) :=
    intervalIntegral_tendsto_integral_Ioi 0 hf.integrable tendsto_id
  have hle : cutoffIntegral f (a + 1) ≤ fullValue f := by
    refine ge_of_tendsto hlim ?_
    filter_upwards [eventually_ge_atTop (a + 1)] with b hb
    exact hmono.monotoneOn ha1 (ha1.trans hb) hb
  exact lt_of_lt_of_le (hmono ha ha1 (by linarith)) hle

/-- Along any family of nonnegative cutoffs, in particular any sequence, the truncated value
converges to the full value if and only if both cutoffs tend to infinity. -/
theorem tendsto_fullValue_iff {f : ℝ → ℝ} (hf : IsContribution f) {ι : Type*}
    {l : Filter ι} {K Q : ι → ℝ} (hK : ∀ j, 0 ≤ K j) (hQ : ∀ j, 0 ≤ Q j) :
    Tendsto (fun j => truncatedValue f (K j) (Q j)) l (𝓝 (fullValue f)) ↔
      Tendsto K l atTop ∧ Tendsto Q l atTop := by
  constructor
  · intro h
    -- the smaller cutoff must eventually pass every bound
    have hmin : Tendsto (fun j => min (K j) (Q j)) l atTop := by
      rw [tendsto_atTop]
      intro b
      have hb : (0 : ℝ) ≤ max b 0 := le_max_right b 0
      filter_upwards [h.eventually_const_lt (cutoffIntegral_lt_fullValue hf hb)] with j hj
      by_contra hlt
      have hle : min (K j) (Q j) ≤ max b 0 :=
        (lt_of_not_ge hlt).le.trans (le_max_left b 0)
      have hc := (cutoffIntegral_strictMonoOn hf).monotoneOn
        (le_min (hK j) (hQ j)) hb hle
      exact not_lt_of_ge hc hj
    exact ⟨tendsto_atTop_mono (fun j => min_le_left (K j) (Q j)) hmin,
      tendsto_atTop_mono (fun j => min_le_right (K j) (Q j)) hmin⟩
  · rintro ⟨h1, h2⟩
    have hmin : Tendsto (fun j => min (K j) (Q j)) l atTop := by
      rw [tendsto_atTop] at h1 h2 ⊢
      intro b
      filter_upwards [h1 b, h2 b] with j hj1 hj2
      exact le_min hj1 hj2
    exact intervalIntegral_tendsto_integral_Ioi 0 hf.integrable hmin

end

end GWCutoffConvergence
```

The compiler's answer:

```
Main.lean:85:10: error(lean.synthInstanceFailed): failed to synthesize instance of type class
  l.IsCountablyGenerated

Hint: Type class instance resolution failures can be inspected with the `set_option trace.Meta.synthInstance true` command.
```

Diagnosis. The error falls on the last line of the converse direction. The lemma `intervalIntegral_tendsto_integral_Ioi` needs the filter along which the endpoint moves to be countably generated. Here that filter is `l`, which the theorem leaves arbitrary, so Lean has nowhere to find the instance `l.IsCountablyGenerated`. The limit `hmin` of the smaller cutoff is not at fault.

The repair applies the lemma to a single real cutoff `b` tending to infinity. The filter is then `atTop` on the real numbers, for which Lean does find the instance, as it already does in `cutoffIntegral_lt_fullValue`. This gives `hlim`, the convergence of `cutoffIntegral f b` to the full value. Then `hlim.comp hmin` puts the smaller cutoff in place of `b`. Composing limits asks nothing of `l`, and the result is the required limit once `truncatedValue` is unfolded. The theorem therefore keeps its full generality, with no countability assumption added. The new comment only describes the step.

This version goes through:

```diff
@@ -83,5 +83,8 @@
       filter_upwards [h1 b, h2 b] with j hj1 hj2
       exact le_min hj1 hj2
-    exact intervalIntegral_tendsto_integral_Ioi 0 hf.integrable hmin
+    -- take the limit in a single real cutoff, then follow the smaller cutoff along the family
+    have hlim : Tendsto (fun b : ℝ => cutoffIntegral f b) atTop (𝓝 (fullValue f)) :=
+      intervalIntegral_tendsto_integral_Ioi 0 hf.integrable tendsto_id
+    exact hlim.comp hmin
 
 end
```
